# Lengthening or twisting a uniform L-site hopping ring changes its one-body thermal trace per site only from order β^L on

A simulation of particles on a chain often uses a finite ring, and its results can depend on the ring length and on the boundary twist. For non-interacting particles with equal hopping strength on every bond, a simple measure of this dependence is the trace per site of the propagator exp(βK), where K is the hopping matrix. The problems below find the lowest power of β at which this trace can differ between two rings. For free fermions at a fixed temperature, the trace gives the leading term of the logarithm of the grand partition function at small fugacity, that is, at low density. By itself it does not measure the size error at higher filling or with interaction, as in a typical determinant Monte Carlo run.

## A ring with phases on its bonds

The sites are the integers modulo L, written `ZMod L`, with L ≥ 1. A particle hopping from site j to j + 1 picks up the complex amplitude u_j. The shift S and the hopping matrix K are

S_ij = u_j if i = j + 1, and 0 otherwise
K = S + S†

For L = 1 the single bond leads back to its own site, and for L = 2 two bonds join the same pair; the ordinary ring starts at L = 3.

```lean
import Mathlib

open Matrix

noncomputable section

namespace TwistedRingThermalTrace

variable {L M : ℕ} [NeZero L] [NeZero M]

/-- The cyclic shift on a ring of `L` sites, with amplitude `u j` on the bond from `j` to `j + 1`. -/
def shift (u : ZMod L → ℂ) : Matrix (ZMod L) (ZMod L) ℂ :=
  Matrix.of fun i j => if i = j + 1 then u j else 0

/-- The hopping matrix: the shift plus its adjoint. -/
def hopping (u : ZMod L → ℂ) : Matrix (ZMod L) (ZMod L) ℂ := shift u + (shift u)ᴴ
```

Two hypotheses recur. `hu` says |u_j| = 1, so all bonds have the same hopping strength. `hθ` says that the product of all u_j is exp(iθ), where θ is the total boundary twist, or equivalently the phase due to a flux through the ring. The phases may be spread over the bonds in any way.

The moment per site and the thermal trace per site are

μ_m(u) = tr(K^m)/L
R_u(β) = tr exp(βK)/L

Here β is not the bare inverse temperature but its product with the hopping amplitude t, for the Hamiltonian −tK. R_u is a one-particle quantity, not the many-fermion partition function.

```lean
/-- The `m`-th moment per site of the hopping matrix. -/
def moment (u : ZMod L → ℂ) (m : ℕ) : ℂ := trace (hopping u ^ m) / L

/-- The trace per site of `exp (β K)`, with `K` the hopping matrix. -/
def ringTrace (u : ZMod L → ℂ) (β : ℝ) : ℂ :=
  trace (NormedSpace.exp ((β : ℂ) • hopping u)) / L
```

Finally, let b_m be the binomial coefficient C(m, m/2) for even m and 0 for odd m. It counts the m-step walks with equally many forward and backward steps.

```lean
/-- The central binomial coefficient for even `m`, and zero for odd `m`. -/
def bulkMoment (m : ℕ) : ℕ := if Even m then m.choose (m / 2) else 0
```

## (a) Powers of the shift

Show that n shifts move a particle by n sites and multiply the amplitudes on its way:

(S^n)_ij = u_j u_{j+1} ⋯ u_{j+n−1} if i = j + n, and 0 otherwise

**Solution.** For n = 0 the product is empty and S^0 = 1. For the step from n to n + 1, write

(S^{n+1})_ij = Σ_x S_ix (S^n)_xj

Only x = j + n contributes. The factor S_{i,j+n} equals u_{j+n} if i = j + n + 1 and vanishes otherwise, which extends the product by one bond.

The Lean proof is the same induction; `Finset.sum_eq_single` selects x = j + n. The amplitudes are arbitrary here.

```lean
/-- The `n`-th power of the shift moves a particle by `n` sites and collects the amplitudes of the
bonds it crosses. -/
theorem shift_pow (u : ZMod L → ℂ) (n : ℕ) (i j : ZMod L) : (shift u ^ n) i j =
    if i = j + (n : ZMod L) then ∏ k ∈ Finset.range n, u (j + (k : ZMod L)) else 0 := by
  induction n generalizing i with
  | zero => simp [Matrix.one_apply]
  | succ n ih =>
    have e : j + ((n + 1 : ℕ) : ZMod L) = j + n + 1 := by push_cast; ring
    rw [pow_succ', Matrix.mul_apply, Finset.sum_eq_single (j + (n : ZMod L))]
    · rw [ih, if_pos rfl, e]
      simp only [shift, Matrix.of_apply, Finset.prod_range_succ]
      split_ifs <;> ring
    · intro x _ hx
      rw [ih, if_neg hx, mul_zero]
    · intro h; exact absurd (Finset.mem_univ _) h
```

## (b) Once around the ring

Show that a total twist θ gives

S^L = exp(iθ) 1

**Solution.** Set n = L in (a). Since j + L = j modulo L, only diagonal entries survive. Each is the product of all the bond amplitudes, started at j, and so equals exp(iθ).

In Lean, `Finset.prod_bij` matches the steps k = 0, …, L − 1 with the sites j + k, each met once.

```lean
/-- If the bond amplitudes multiply to `exp (iθ)`, then `L` shifts give `exp (iθ)` times the
identity. -/
theorem shift_pow_length {u : ZMod L → ℂ} {θ : ℝ} (hθ : ∏ j, u j = Complex.exp (θ * Complex.I)) :
    shift u ^ L = Complex.exp (θ * Complex.I) • (1 : Matrix (ZMod L) (ZMod L) ℂ) := by
  ext i j
  have h : ∏ k ∈ Finset.range L, u (j + (k : ZMod L)) = ∏ i, u i := by
    refine Finset.prod_bij (fun k _ => j + (k : ZMod L)) (fun _ _ => Finset.mem_univ _) ?_ ?_
      (fun _ _ => rfl)
    · intro a ha b hb h
      have h' : (a : ZMod L) = b := add_left_cancel h
      rwa [ZMod.natCast_eq_natCast_iff', Nat.mod_eq_of_lt (Finset.mem_range.1 ha),
        Nat.mod_eq_of_lt (Finset.mem_range.1 hb)] at h'
    · intro b _
      exact ⟨(b - j).val, Finset.mem_range.2 (ZMod.val_lt _), by simp⟩
  rw [shift_pow, h, hθ]
  simp [Matrix.one_apply]
```

## (c) The adjoint undoes the shift

Show that for |u_j| = 1

S†S = 1

**Solution.** The entry is

(S†S)_ij = Σ_x conj(S_xi) S_xj

A non-zero term needs x = i + 1 and x = j + 1, hence i = j, and its value is |u_j|² = 1.

Lean reduces the sum to x = j + 1 and then separates the cases i = j and i ≠ j.

```lean
/-- For bond amplitudes of modulus one, the adjoint of the shift is its inverse. -/
theorem shift_unitary {u : ZMod L → ℂ} (hu : ∀ j, ‖u j‖ = 1) : (shift u)ᴴ * shift u = 1 := by
  ext i j
  rw [Matrix.mul_apply, Finset.sum_eq_single (j + 1)]
  · by_cases h : i = j
    · subst h
      have hz : u i * star (u i) = 1 := by
        rw [Complex.star_def, Complex.mul_conj, Complex.normSq_eq_norm_sq, hu]; norm_num
      simpa [shift, mul_comm] using hz
    · have h' : ¬ j = i := fun e => h e.symm
      simp [shift, h, h']
  · intro x _ hx
    simp [shift, hx]
  · intro h; exact absurd (Finset.mem_univ _) h
```

## (d) Walks that do not close

Show that for k ≠ l, both smaller than L,

tr(S^k (S†)^l) = 0

**Solution.** Because (S†)^l = (S^l)†, the trace is

Σ_ij (S^k)_ij conj((S^l)_ij)

By (a), a non-zero term needs i = j + k and i = j + l modulo L. Then k and l have the same remainder modulo L, and as both are below L they are equal, against the assumption.

The comparison of remainders is `ZMod.natCast_eq_natCast_iff'`.

```lean
lemma trace_open_walk (u : ZMod L → ℂ) {k l : ℕ} (hk : k < L) (hl : l < L) (h : k ≠ l) :
    trace (shift u ^ k * (shift u)ᴴ ^ l) = 0 := by
  rw [← Matrix.conjTranspose_pow, Matrix.trace]
  refine Finset.sum_eq_zero fun i _ => ?_
  rw [Matrix.diag_apply, Matrix.mul_apply]
  refine Finset.sum_eq_zero fun j _ => ?_
  rw [Matrix.conjTranspose_apply, shift_pow, shift_pow]
  by_cases hi : i = j + (k : ZMod L)
  · have h' : i ≠ j + (l : ZMod L) := fun h' => by
      have e : (k : ZMod L) = l := add_left_cancel (hi.symm.trans h')
      rw [ZMod.natCast_eq_natCast_iff', Nat.mod_eq_of_lt hk, Nat.mod_eq_of_lt hl] at e
      exact h e
    rw [if_neg h', star_zero, mul_zero]
  · rw [if_neg hi, zero_mul]
```

## (e) Separating the balanced walks

Show that for |u_j| = 1 and every m

μ_m(u) − b_m = Σ_{k=0,…,m; k≠m−k} C(m,k) tr(S^k (S†)^{m−k})/L

**Solution.** For a square matrix, (c) also gives SS† = 1, so S and S† commute and the binomial theorem applies:

K^m = Σ_{k=0,…,m} C(m,k) S^k (S†)^{m−k}

A term with k = m − k exists only for even m. There S^k (S†)^k = 1 has trace L, and the term contributes C(m, m/2) = b_m to the moment. Moving it to the left leaves the claim.

In Lean, `hc.add_pow` is the binomial expansion. The step `hb` writes b_m as a sum over the same k, so that the two sums can be subtracted term by term.

```lean
lemma moment_sub {u : ZMod L → ℂ} (hu : ∀ j, ‖u j‖ = 1) (m : ℕ) :
    moment u m - bulkMoment m = ∑ k ∈ Finset.range (m + 1), (m.choose k : ℂ) *
      (if k = m - k then 0 else trace (shift u ^ k * (shift u)ᴴ ^ (m - k)) / L) := by
  have hL : (L : ℂ) ≠ 0 := Nat.cast_ne_zero.2 (NeZero.ne L)
  have hS := mul_eq_one_comm.1 (shift_unitary hu)
  have hc : Commute (shift u) (shift u)ᴴ := hS.trans (shift_unitary hu).symm
  -- walks with equally many forward and backward steps give the binomial
  have hb : (bulkMoment m : ℂ) = ∑ k ∈ Finset.range (m + 1),
      (m.choose k : ℂ) * (if k = m - k then 1 else 0) := by
    unfold bulkMoment
    rcases Nat.even_or_odd m with h | h
    · rw [if_pos h]
      obtain ⟨r, rfl⟩ := h
      rw [Finset.sum_eq_single r]
      · rw [if_pos (show r = r + r - r by omega), mul_one, show (r + r) / 2 = r by omega]
      · intro b hb hbr
        have := Finset.mem_range.1 hb
        rw [if_neg (show ¬ b = r + r - b by omega), mul_zero]
      · intro h; exact absurd (Finset.mem_range.2 (by omega)) h
    · rw [if_neg (Nat.not_even_iff_odd.2 h), Nat.cast_zero]
      refine (Finset.sum_eq_zero fun k hk => ?_).symm
      have := Finset.mem_range.1 hk
      obtain ⟨r, hr⟩ := h
      rw [if_neg (show ¬ k = m - k by omega), mul_zero]
  rw [moment, hb, hopping, hc.add_pow, Matrix.trace_sum, Finset.sum_div,
    ← Finset.sum_sub_distrib]
  refine Finset.sum_congr rfl fun k _ => ?_
  rw [← nsmul_eq_mul', Matrix.trace_smul, nsmul_eq_mul]
  by_cases hk : k = m - k
  · have hd : trace (shift u ^ k * (shift u)ᴴ ^ (m - k)) = L := by
      rw [← hk, ← hc.mul_pow, hS, one_pow, Matrix.trace_one, ZMod.card]
    rw [hd, if_pos hk, if_pos hk, mul_div_assoc, div_self hL]; ring
  · rw [if_neg hk, if_neg hk]; ring
```

## (f) Moments up to the ring length

Show that for unit phases with total twist θ

μ_m(u) = b_m for m < L
μ_L(u) = b_L + 2 cos θ

**Solution.** If m < L, then k and m − k are both below L, and (d) removes every term on the right of (e). If m = L, the same holds for 0 < k < L. The terms k = L and k = 0 remain, each with binomial coefficient 1. By (b) they are

tr(S^L)/L = exp(iθ)
tr((S†)^L)/L = exp(−iθ)

and their sum is 2 cos θ. These are the two walks that wind once around the ring.

Lean splits off k = L with `Finset.sum_range_succ` and isolates k = 0 with `Finset.sum_eq_single`; `omega` supplies the inequalities needed for (d).

```lean
/-- For unit bond phases with product `exp (iθ)` and `m ≤ L`, the `m`-th moment per site is
`bulkMoment m`, with an extra `2 cos θ` at `m = L`. -/
theorem moment_of_le {u : ZMod L → ℂ} {θ : ℝ} (hu : ∀ j, ‖u j‖ = 1)
    (hθ : ∏ j, u j = Complex.exp (θ * Complex.I)) {m : ℕ} (hm : m ≤ L) :
    moment u m = bulkMoment m + if m = L then 2 * Complex.cos θ else 0 := by
  have hp := NeZero.pos L
  have hL : (L : ℂ) ≠ 0 := Nat.cast_ne_zero.2 hp.ne'
  rw [← sub_eq_iff_eq_add', moment_sub hu]
  rcases hm.lt_or_eq with h | h
  · rw [if_neg h.ne]
    refine Finset.sum_eq_zero fun k hk => ?_
    have := Finset.mem_range.1 hk
    split_ifs with e
    · simp
    · rw [trace_open_walk u (by omega) (by omega) e]; simp
  · -- only the two walks around the whole ring survive
    have hT : trace (1 : Matrix (ZMod L) (ZMod L) ℂ) = L := by rw [Matrix.trace_one, ZMod.card]
    rw [h, if_pos rfl, Finset.sum_range_succ, Finset.sum_eq_single 0]
    · rw [if_neg (show ¬ 0 = L - 0 by omega), if_neg (show ¬ L = L - L by omega),
        Nat.sub_zero, Nat.sub_self, ← Matrix.conjTranspose_pow, shift_pow_length hθ]
      simp only [pow_zero, one_mul, mul_one, Matrix.conjTranspose_smul, Matrix.conjTranspose_one,
        Matrix.trace_smul, hT, smul_eq_mul, Nat.choose_zero_right, Nat.choose_self, Nat.cast_one,
        mul_div_assoc, div_self hL]
      rw [Complex.two_cos, Complex.star_def, ← Complex.exp_conj, map_mul, Complex.conj_ofReal,
        Complex.conj_I, mul_neg, neg_mul, add_comm]
    · intro k hk hk0
      have := Finset.mem_range.1 hk
      split_ifs with e
      · simp
      · rw [trace_open_walk u (by omega) (by omega) e]; simp
    · intro h; exact absurd (Finset.mem_range.2 hp) h
```

## (g) From moments to the thermal trace

Show that

R_u(β) = Σ_{m≥0} (β^m/m!) μ_m(u)

**Solution.** The exponential series of a finite matrix converges. The trace is linear and continuous, so it may be taken term by term, and division by L gives the moments.

`HasSum` states that the series converges to the given value. The proof maps the matrix series through the trace with `h.map`.

```lean
lemma hasSum_ringTrace (u : ZMod L → ℂ) (β : ℝ) :
    HasSum (fun m : ℕ => (β : ℂ) ^ m / m.factorial * moment u m) (ringTrace u β) := by
  have h : HasSum (fun n : ℕ => (n.factorial : ℂ)⁻¹ • ((β : ℂ) • hopping u) ^ n)
      (NormedSpace.exp ((β : ℂ) • hopping u)) := by
    let : NormedRing (Matrix (ZMod L) (ZMod L) ℂ) := Matrix.linftyOpNormedRing
    let : NormedAlgebra ℂ (Matrix (ZMod L) (ZMod L) ℂ) := Matrix.linftyOpNormedAlgebra
    exact NormedSpace.exp_series_hasSum_exp' (𝕂 := ℂ) _
  have h2 : HasSum (fun n : ℕ =>
      trace ((n.factorial : ℂ)⁻¹ • ((β : ℂ) • hopping u) ^ n) / (L : ℂ)) (ringTrace u β) :=
    (h.map (Matrix.traceAddMonoidHom (ZMod L) ℂ) continuous_id.matrix_trace).div_const _
  have e (n : ℕ) : trace ((n.factorial : ℂ)⁻¹ • ((β : ℂ) • hopping u) ^ n) / (L : ℂ) =
      (β : ℂ) ^ n / n.factorial * moment u n := by
    rw [Matrix.trace_smul, smul_pow, Matrix.trace_smul, smul_eq_mul, smul_eq_mul, moment]
    ring
  simp only [e] at h2
  exact h2
```

## (h) Equal low moments cancel

Let v be amplitudes on a second ring, of M sites. Show that if μ_m(u) = μ_m(v) for all m < L, then

R_u(β) − R_v(β) = Σ_{n≥0} (β^{n+L}/(n+L)!) [μ_{n+L}(u) − μ_{n+L}(v)]

**Solution.** Subtract the two series from (g). The terms m = 0, …, L − 1 vanish; put m = n + L in the rest.

The shift of the summation index is `hasSum_nat_add_iff'`.

```lean
/-- If two rings share all moments per site below order `L`, the difference of their thermal
traces is a convergent power series in `β` without terms below `β^L`. -/
theorem hasSum_difference (u : ZMod L → ℂ) (v : ZMod M → ℂ)
    (h : ∀ m < L, moment u m = moment v m) (β : ℝ) :
    HasSum (fun n : ℕ => (β : ℂ) ^ (n + L) / (n + L).factorial *
      (moment u (n + L) - moment v (n + L))) (ringTrace u β - ringTrace v β) := by
  have h1 : HasSum (fun m : ℕ => (β : ℂ) ^ m / m.factorial * moment u m -
      (β : ℂ) ^ m / m.factorial * moment v m) (ringTrace u β - ringTrace v β) :=
    (hasSum_ringTrace u β).sub (hasSum_ringTrace v β)
  simp only [← mul_sub] at h1
  have h2 := (hasSum_nat_add_iff' L).2 h1
  have hz : ∑ m ∈ Finset.range L, (β : ℂ) ^ m / m.factorial * (moment u m - moment v m) = 0 :=
    Finset.sum_eq_zero fun m hm => by rw [h m (Finset.mem_range.1 hm), sub_self, mul_zero]
  rwa [hz, sub_zero] at h2
```

## (i) The size error

Let the second ring be longer, M > L, and let both carry unit phases, with twists θ for u and φ for v. Show that the expansion in (h) holds and that its first coefficient is fixed by

μ_L(u) − μ_L(v) = 2 cos θ

**Solution.** By (f), both moments equal b_m for m < L, so (h) applies. At m = L the shorter ring has the extra 2 cos θ, while the longer one still has only b_L, because L < M. The difference of the traces therefore begins with

2 cos θ β^L/L!

The twist φ of the longer ring does not enter this term. If cos θ = 0, the term vanishes and the difference starts at a higher order, if at all.

The Lean theorem joins the coefficient and the full series by `∧`. It gives no bound on the later terms, so the first term serves as an estimate for small β at fixed L, provided cos θ ≠ 0.

```lean
/-- Size error: for unit bond phases with products `exp (iθ)` and `exp (iφ)`, the thermal traces
per site of a ring of `L` and a longer ring of `M` sites differ by a power series in `β` without
terms below `β^L`, whose `β^L` term is `2 cos θ β^L / L!`. -/
theorem size_error (hLM : L < M) {u : ZMod L → ℂ} {v : ZMod M → ℂ} {θ φ : ℝ}
    (hu : ∀ j, ‖u j‖ = 1) (hv : ∀ j, ‖v j‖ = 1)
    (hθ : ∏ j, u j = Complex.exp (θ * Complex.I))
    (hφ : ∏ j, v j = Complex.exp (φ * Complex.I)) (β : ℝ) :
    moment u L - moment v L = 2 * Complex.cos θ ∧
    HasSum (fun n : ℕ => (β : ℂ) ^ (n + L) / (n + L).factorial *
      (moment u (n + L) - moment v (n + L))) (ringTrace u β - ringTrace v β) := by
  constructor
  · rw [moment_of_le hu hθ le_rfl, moment_of_le hv hφ hLM.le, if_pos rfl, if_neg hLM.ne]
    ring
  · refine hasSum_difference u v (fun m hm => ?_) β
    rw [moment_of_le hu hθ hm.le, moment_of_le hv hφ (hm.trans hLM).le, if_neg hm.ne,
      if_neg (hm.trans hLM).ne]
```

## (j) The twist error

Now let both rings have L sites, with twists θ and φ. Show that the expansion in (h) holds again, with

μ_L(u) − μ_L(v) = 2(cos θ − cos φ)

**Solution.** Below order L the moments in (f) do not depend on the twist, so (h) applies. At m = L the common b_L cancels and the two cosines remain. The β^L term in the difference of the traces is

2(cos θ − cos φ) β^L/L!

Lean rewrites both moments with `moment_of_le`, first at m = L for the coefficient and then at m < L for the hypothesis of (h).

```lean
/-- Twist error: for unit bond phases with products `exp (iθ)` and `exp (iφ)` on the same ring, the
thermal traces per site differ by a power series in `β` without terms below `β^L`, whose `β^L`
term is `2 (cos θ - cos φ) β^L / L!`. -/
theorem twist_error {u v : ZMod L → ℂ} {θ φ : ℝ} (hu : ∀ j, ‖u j‖ = 1) (hv : ∀ j, ‖v j‖ = 1)
    (hθ : ∏ j, u j = Complex.exp (θ * Complex.I))
    (hφ : ∏ j, v j = Complex.exp (φ * Complex.I)) (β : ℝ) :
    moment u L - moment v L = 2 * (Complex.cos θ - Complex.cos φ) ∧
    HasSum (fun n : ℕ => (β : ℂ) ^ (n + L) / (n + L).factorial *
      (moment u (n + L) - moment v (n + L))) (ringTrace u β - ringTrace v β) := by
  constructor
  · rw [moment_of_le hu hθ le_rfl, moment_of_le hv hφ le_rfl, if_pos rfl, if_pos rfl]
    ring
  · refine hasSum_difference u v (fun m hm => ?_) β
    rw [moment_of_le hu hθ hm.le, moment_of_le hv hφ hm.le, if_neg hm.ne, if_neg hm.ne]

end TwistedRingThermalTrace
```

```lean
#print axioms TwistedRingThermalTrace.size_error
-- 'TwistedRingThermalTrace.size_error' depends on axioms: [propext, Classical.choice, Quot.sound]
#print axioms TwistedRingThermalTrace.twist_error
-- 'TwistedRingThermalTrace.twist_error' depends on axioms: [propext, Classical.choice, Quot.sound]
```
